# The Rushbrooke inequality A + 2B + C ≥ 2 from stability and power-law bounds below Tc

## A magnet approaching its critical point

Warm a ferromagnet towards its critical temperature Tc in zero field. The heat capacity and the susceptibility may diverge, while the spontaneous magnetisation vanishes ever more steeply. Can the exponents of these three laws be chosen independently?

Let G(T,h) be the Gibbs potential, with dG = −S dT − M dh, where S is the entropy and M the magnetisation. Subscripts on G denote derivatives. Then −G_TT is the heat capacity divided by T, −G_hh is the susceptibility, and −G_Th is the temperature slope of M. Write t = Tc − T > 0. The exponents A, B, C play the part of the textbook α′, β, γ′, with A referring to the whole heat capacity; C is not a heat capacity.

## Assumptions and claim

For all sufficiently small t > 0, at the state (Tc − t, 0), assume that G is C², that its Hessian is negative semidefinite, and that

−G_TT ≤ c₁ t^(−A)

−G_hh ≤ c₂ t^(−C)

|G_Th| ≥ c₃ t^(B−1), with c₃ > 0.

Then A + 2B + C ≥ 2.

Thermodynamic stability makes G concave in temperature and field jointly; the semidefinite Hessian expresses this at the states considered. The constants c₁ and c₂ limit the strength of the two response functions. The first bound concerns the whole heat capacity, not only its singular part: if the heat capacity tends to a positive constant at Tc, the bound allows A = 0 but no negative A, even where a negative α′ is quoted for the singular part. If the heat capacity diverges like ln(1/t), the bound holds for every A > 0, and letting A → 0 gives 2B + C ≥ 2. The third bound says that the temperature slope of M is, in size, at least a positive constant times t^(B−1), as it is for M = t^B with B ≠ 0; it is assumed, since M ≈ t^B alone does not control the slope.

A real ferromagnet has a kink in G at h = 0 below Tc. The result can instead be applied to a single branch, say the one with M > 0, if it is continued smoothly through h = 0, as mean-field theory allows.

Exponents fitted to simulations can be checked against the inequality if they describe the infinite system's asymptotic laws and these assumptions hold.

## Derivation

Stability in the direction (x,1) gives, for every real x,

−G_TT x² − 2G_Th x − G_hh ≥ 0.

A quadratic that is never negative has nonpositive discriminant, so

G_Th² ≤ G_TT G_hh.

Both −G_TT and −G_hh are nonnegative, so their upper bounds may be multiplied. Squaring the lower bound on |G_Th| then gives

c₃² t^(2B−2) ≤ c₁c₂ t^(−A−C).

Divide by t^(2B−2):

c₃² ≤ c₁c₂ t^(2−A−2B−C).

If A + 2B + C < 2, the right side tends to 0 as t → 0, which contradicts c₃ > 0.

## A potential that attains equality

With τ = Tc − T, take

G = −K τ^(2−A) − hτ^B − h²τ^(−C)/2, where K(2−A)(1−A) = B².

Differentiating twice and setting h = 0, τ = t gives

G_TT = −B² t^(−A), G_Th = B t^(B−1), G_hh = −t^(−C).

If A + 2B + C = 2, then t^(B−1) = t^(−A/2) t^(−C/2), and the Hessian form in a direction (u₁,u₂) is

−(B t^(−A/2) u₁ − t^(−C/2) u₂)² ≤ 0.

For B ≠ 0 this potential then meets all the assumptions, which ask for stability only at h = 0, so the bound 2 is attained.

The mean-field values A = 0, B = 1/2, C = 1 require K = 1/8. At t = 0.01, in dimensionless units, −G_TT = 0.25, −G_hh = 100 and G_Th = 5. Indeed 5² = 25 = 0.25 · 100.

## The Lean statement and its proof

```lean
import Mathlib

open Filter Topology

namespace RushbrookeInequality

noncomputable section

/-- The Hessian of a thermodynamic potential `G(T,h)` at the state `p = (T,h)`,
evaluated on two directions `u` and `v`. -/
def hess (G : ℝ × ℝ → ℝ) (p u v : ℝ × ℝ) : ℝ := fderiv ℝ (fderiv ℝ G) p u v

/-- The second temperature derivative `G_TT`. -/
def GTT (G : ℝ × ℝ → ℝ) (p : ℝ × ℝ) : ℝ := hess G p (1, 0) (1, 0)

/-- The mixed derivative `G_Th` in temperature and field. -/
def GTh (G : ℝ × ℝ → ℝ) (p : ℝ × ℝ) : ℝ := hess G p (1, 0) (0, 1)

/-- The second field derivative `G_hh`. -/
def Ghh (G : ℝ × ℝ → ℝ) (p : ℝ × ℝ) : ℝ := hess G p (0, 1) (0, 1)

/-- Thermodynamic stability at `p`: the Hessian of `G` is negative semidefinite. -/
def Stable (G : ℝ × ℝ → ℝ) (p : ℝ × ℝ) : Prop := ∀ u, hess G p u u ≤ 0

/-- At a stable state where `G` is twice continuously differentiable,
`G_Th ^ 2 ≤ G_TT * G_hh`. -/
theorem mixed_sq_le {G : ℝ × ℝ → ℝ} {p : ℝ × ℝ}
    (hC : ContDiffAt ℝ 2 G p) (hS : Stable G p) :
    GTh G p ^ 2 ≤ GTT G p * Ghh G p := by
  -- equality of the mixed derivatives
  have hsym : hess G p (0, 1) (1, 0) = hess G p (1, 0) (0, 1) :=
    (hC.isSymmSndFDerivAt (by simp)).eq (0, 1) (1, 0)
  have hq : ∀ x : ℝ, 0 ≤ (-GTT G p) * (x * x) + (-2 * GTh G p) * x + (-Ghh G p) := by
    intro x
    have h := hS (x • ((1, 0) : ℝ × ℝ) + (0, 1))
    simp only [hess] at h hsym
    simp only [map_add, map_smul, add_apply, smul_apply,
      smul_eq_mul] at h
    rw [hsym] at h
    simp only [GTT, GTh, Ghh, hess]
    linarith
  -- a quadratic without sign change has nonpositive discriminant
  have hd := discrim_le_zero hq
  unfold discrim at hd
  linarith

/-- If `c t^x ≤ K t^y` for all small `t > 0`, with `c > 0`, then `y ≤ x`. -/
theorem exponent_le {c K x y : ℝ} (hc : 0 < c)
    (h : ∀ᶠ t : ℝ in 𝓝[>] 0, c * t ^ x ≤ K * t ^ y) : y ≤ x := by
  by_contra hxy
  have hs : 0 < y - x := by linarith [not_le.mp hxy]
  have hlim : Tendsto (fun t : ℝ => K * t ^ (y - x)) (𝓝[>] 0) (𝓝 0) := by
    have h0 : Tendsto (fun t : ℝ => t ^ (y - x)) (𝓝 0) (𝓝 ((0 : ℝ) ^ (y - x))) :=
      Real.continuousAt_rpow_const 0 (y - x) (Or.inr (by linarith))
    rw [Real.zero_rpow hs.ne'] at h0
    simpa using (h0.mono_left nhdsWithin_le_nhds).const_mul K
  have hle : ∀ᶠ t : ℝ in 𝓝[>] 0, c ≤ K * t ^ (y - x) := by
    filter_upwards [h, self_mem_nhdsWithin] with t ht htpos
    have ht0 : 0 < t := htpos
    rw [Real.rpow_sub ht0, ← mul_div_assoc, le_div_iff₀ (Real.rpow_pos_of_pos ht0 x)]
    exact ht
  linarith [ge_of_tendsto hlim hle]

/-- **Rushbrooke inequality.** Let `G` be twice continuously differentiable and stable at
`(Tc - t, 0)` for small `t > 0`. If there `-G_TT ≤ c₁ t^(-A)`, `-G_hh ≤ c₂ t^(-C)` and
`|G_Th| ≥ c₃ t^(B-1)` with `c₃ > 0`, then `A + 2B + C ≥ 2`. -/
theorem rushbrooke {G : ℝ × ℝ → ℝ} {Tc A B C c₁ c₂ c₃ : ℝ} (hc₃ : 0 < c₃)
    (hC2 : ∀ᶠ t : ℝ in 𝓝[>] 0, ContDiffAt ℝ 2 G (Tc - t, 0))
    (hS : ∀ᶠ t : ℝ in 𝓝[>] 0, Stable G (Tc - t, 0))
    (hTT : ∀ᶠ t : ℝ in 𝓝[>] 0, -GTT G (Tc - t, 0) ≤ c₁ * t ^ (-A))
    (hhh : ∀ᶠ t : ℝ in 𝓝[>] 0, -Ghh G (Tc - t, 0) ≤ c₂ * t ^ (-C))
    (hTh : ∀ᶠ t : ℝ in 𝓝[>] 0, c₃ * t ^ (B - 1) ≤ |GTh G (Tc - t, 0)|) :
    2 ≤ A + 2 * B + C := by
  have key : ∀ᶠ t : ℝ in 𝓝[>] 0,
      c₃ ^ 2 * t ^ ((B - 1) + (B - 1)) ≤ (c₁ * c₂) * t ^ (-A + -C) := by
    filter_upwards [hC2, hS, hTT, hhh, hTh, self_mem_nhdsWithin] with t h1 h2 h3 h4 h5 h6
    have ht : 0 < t := h6
    have hdet := mixed_sq_le h1 h2
    have n1 : GTT G (Tc - t, 0) ≤ 0 := h2 (1, 0)
    have n2 : Ghh G (Tc - t, 0) ≤ 0 := h2 (0, 1)
    have hprod := mul_le_mul h3 h4 (by linarith) (by linarith)
    have hpos : 0 ≤ c₃ * t ^ (B - 1) := by positivity
    have hsq := mul_le_mul h5 h5 hpos (abs_nonneg _)
    rw [abs_mul_abs_self] at hsq
    rw [Real.rpow_add ht, Real.rpow_add ht]
    linarith
  -- compare the powers of `t` on the two sides
  linarith [exponent_le (by positivity) key]

/-- If `G` has gradient `(a, b)` near `p`, and `a` and `b` are differentiable at `p`, then the
Hessian of `G` at `p` is given by the derivatives of `a` and `b`. -/
theorem hess_of_gradient {G a b : ℝ × ℝ → ℝ} {p : ℝ × ℝ} {a' b' : ℝ × ℝ →L[ℝ] ℝ}
    (hG : ∀ᶠ q in 𝓝 p, HasFDerivAt G
      (a q • ContinuousLinearMap.fst ℝ ℝ ℝ + b q • ContinuousLinearMap.snd ℝ ℝ ℝ) q)
    (ha : HasFDerivAt a a' p) (hb : HasFDerivAt b b' p) (u v : ℝ × ℝ) :
    hess G p u v = a' u * v.1 + b' u * v.2 := by
  have he : fderiv ℝ G =ᶠ[𝓝 p] fun q =>
      a q • ContinuousLinearMap.fst ℝ ℝ ℝ + b q • ContinuousLinearMap.snd ℝ ℝ ℝ :=
    hG.mono fun q hq => hq.fderiv
  have hd := (ha.smul_const (ContinuousLinearMap.fst ℝ ℝ ℝ)).add
    (hb.smul_const (ContinuousLinearMap.snd ℝ ℝ ℝ))
  have hf := (hd.congr_of_eventuallyEq he).fderiv
  unfold hess
  rw [hf]
  simp

/-- A model potential below `Tc`: with `τ = Tc - T > 0` it is
`-K τ^(2-A) - h τ^B - h² τ^(-C) / 2`. -/
def scalingG (Tc K A B C : ℝ) (q : ℝ × ℝ) : ℝ :=
  -K * (Tc - q.1) ^ (2 - A) - q.2 * (Tc - q.1) ^ B - 1 / 2 * (q.2 ^ 2 * (Tc - q.1) ^ (-C))

/-- Below `Tc`, the power `(Tc - T)^s` has temperature derivative `-s (Tc - T)^(s-1)`
and does not depend on the field. -/
theorem hasFDerivAt_power {Tc : ℝ} {q : ℝ × ℝ} (hq : q.1 < Tc) (s : ℝ) :
    HasFDerivAt (fun q : ℝ × ℝ => (Tc - q.1) ^ s)
      ((-(s * (Tc - q.1) ^ (s - 1))) • ContinuousLinearMap.fst ℝ ℝ ℝ) q := by
  have h0 : HasDerivAt (fun x : ℝ => Tc - x) (-1) q.1 := (hasDerivAt_id' q.1).const_sub Tc
  have h1 : HasDerivAt (fun x : ℝ => (Tc - x) ^ s) (-(s * (Tc - q.1) ^ (s - 1))) q.1 :=
    (h0.rpow_const (Or.inl (sub_pos.2 hq).ne')).congr_deriv (by ring)
  exact h1.comp_hasFDerivAt q hasFDerivAt_fst

/-- The Hessian of the model potential at zero field, a distance `t > 0` below `Tc`,
when `K (2-A)(1-A) = B²`. -/
theorem hess_scalingG {Tc K A B C t : ℝ} (ht : 0 < t)
    (hK : K * ((2 - A) * (1 - A)) = B ^ 2) (u v : ℝ × ℝ) :
    hess (scalingG Tc K A B C) (Tc - t, 0) u v =
      -(B ^ 2 * t ^ (-A)) * (u.1 * v.1) + B * t ^ (B - 1) * (u.1 * v.2 + u.2 * v.1)
        - t ^ (-C) * (u.2 * v.2) := by
  have hs (q : ℝ × ℝ) : HasFDerivAt (fun q : ℝ × ℝ => q.2)
      (ContinuousLinearMap.snd ℝ ℝ ℝ) q := hasFDerivAt_snd
  have hs2 (q : ℝ × ℝ) : HasFDerivAt (fun q : ℝ × ℝ => q.2 ^ 2)
      ((2 * q.2) • ContinuousLinearMap.snd ℝ ℝ ℝ) q := by
    have h : HasDerivAt (fun x : ℝ => x ^ 2) (2 * q.2) q.2 := by
      simpa using hasDerivAt_pow 2 q.2
    exact h.comp_hasFDerivAt q (hs q)
  have hp : ((Tc - t, 0) : ℝ × ℝ).1 < Tc := by simpa using ht
  -- the gradient of the potential below `Tc`
  have hG : ∀ᶠ q in 𝓝 ((Tc - t, 0) : ℝ × ℝ), HasFDerivAt (scalingG Tc K A B C)
      ((K * (2 - A) * (Tc - q.1) ^ (2 - A - 1) + B * (q.2 * (Tc - q.1) ^ (B - 1))
          - C / 2 * (q.2 ^ 2 * (Tc - q.1) ^ (-C - 1))) • ContinuousLinearMap.fst ℝ ℝ ℝ
        + (-1 * (Tc - q.1) ^ B - q.2 * (Tc - q.1) ^ (-C)) •
          ContinuousLinearMap.snd ℝ ℝ ℝ) q := by
    filter_upwards [(isOpen_lt continuous_fst continuous_const).mem_nhds hp] with q hq
    have hw := hasFDerivAt_power (Tc := Tc) (q := q) hq
    refine ((((hw (2 - A)).const_mul (-K)).sub ((hs q).mul (hw B))).sub
      (((hs2 q).mul (hw (-C))).const_mul (1 / 2))).congr_fderiv ?_
    refine ContinuousLinearMap.ext fun w => ?_
    simp only [add_apply, sub_apply,
      smul_apply, ContinuousLinearMap.coe_fst',
      ContinuousLinearMap.coe_snd', smul_eq_mul]
    ring
  have hw := hasFDerivAt_power hp
  have ha := (((hw (2 - A - 1)).const_mul (K * (2 - A))).add
    (((hs _).mul (hw (B - 1))).const_mul B)).sub
    (((hs2 _).mul (hw (-C - 1))).const_mul (C / 2))
  have hb := ((hw B).const_mul (-1)).sub ((hs _).mul (hw (-C)))
  have he : 2 - A - 1 - 1 = -A := by ring
  rw [hess_of_gradient hG ha hb]
  simp only [add_apply, sub_apply,
    smul_apply, ContinuousLinearMap.coe_fst',
    ContinuousLinearMap.coe_snd', smul_eq_mul, sub_sub_cancel, he]
  linear_combination (-(t ^ (-A) * u.1 * v.1)) * hK

/-- Equality case: if `A + 2B + C = 2` and `K (2-A)(1-A) = B²`, the model potential is twice
continuously differentiable and stable at zero field below `Tc`, and its second derivatives there
satisfy `-G_TT = B² t^(-A)`, `-G_hh = t^(-C)` and `G_Th = B t^(B-1)`. -/
theorem rushbrooke_equality_case {Tc K A B C t : ℝ} (ht : 0 < t)
    (hK : K * ((2 - A) * (1 - A)) = B ^ 2) (hABC : A + 2 * B + C = 2) :
    ContDiffAt ℝ 2 (scalingG Tc K A B C) (Tc - t, 0) ∧
    Stable (scalingG Tc K A B C) (Tc - t, 0) ∧
    -GTT (scalingG Tc K A B C) (Tc - t, 0) = B ^ 2 * t ^ (-A) ∧
    -Ghh (scalingG Tc K A B C) (Tc - t, 0) = t ^ (-C) ∧
    GTh (scalingG Tc K A B C) (Tc - t, 0) = B * t ^ (B - 1) := by
  refine ⟨?_, ?_, ?_, ?_, ?_⟩
  · have hw (s : ℝ) : ContDiffAt ℝ 2 (fun q : ℝ × ℝ => (Tc - q.1) ^ s) (Tc - t, 0) :=
      (contDiffAt_const.sub contDiffAt_fst).rpow_const_of_ne (by simpa using ht.ne')
    exact ((contDiffAt_const.mul (hw _)).sub (contDiffAt_snd.mul (hw _))).sub
      (contDiffAt_const.mul ((contDiffAt_snd.pow 2).mul (hw _)))
  · -- the Hessian form is minus a perfect square
    intro u
    have e1 : t ^ (-A) = t ^ (-A / 2) * t ^ (-A / 2) := by
      rw [← Real.rpow_add ht]; congr 1; ring
    have e2 : t ^ (-C) = t ^ (-C / 2) * t ^ (-C / 2) := by
      rw [← Real.rpow_add ht]; congr 1; ring
    have e3 : t ^ (B - 1) = t ^ (-A / 2) * t ^ (-C / 2) := by
      rw [← Real.rpow_add ht]; congr 1; linarith
    rw [hess_scalingG ht hK, e1, e2, e3]
    nlinarith [sq_nonneg (B * t ^ (-A / 2) * u.1 - t ^ (-C / 2) * u.2)]
  · rw [GTT, hess_scalingG ht hK]; ring
  · rw [Ghh, hess_scalingG ht hK]; ring
  · rw [GTh, hess_scalingG ht hK]; ring

end

end RushbrookeInequality
```

```lean
#print axioms RushbrookeInequality.rushbrooke
#print axioms RushbrookeInequality.hasFDerivAt_power
#print axioms RushbrookeInequality.rushbrooke_equality_case
```

```
'RushbrookeInequality.rushbrooke' depends on axioms: [propext, Classical.choice, Quot.sound]
'RushbrookeInequality.hasFDerivAt_power' depends on axioms: [propext, Classical.choice, Quot.sound]
'RushbrookeInequality.rushbrooke_equality_case' depends on axioms: [propext, Classical.choice, Quot.sound]
```

## Reading the statement

A state is a pair in `ℝ × ℝ`, temperature first. `hess` is the second Fréchet derivative evaluated on two directions; `GTT`, `GTh` and `Ghh` are its values on the coordinate directions. `Stable` requires `hess G p u u ≤ 0` for every `u`. The phrase `∀ᶠ t : ℝ in 𝓝[>] 0` means "for all sufficiently small positive t". The exponents are arbitrary reals, and `rushbrooke` needs no sign assumption on `c₁` or `c₂`.

## From the lemmas to the inequality

`mixed_sq_le` is the discriminant step. C² regularity makes the mixed derivatives equal, and `discrim_le_zero` supplies the criterion. `exponent_le` is the limit argument: `c t^x ≤ K t^y` near zero, with `c > 0`, forces `y ≤ x`.

In `rushbrooke`, `filter_upwards` places all the assumptions at a common t. The two uses of `mul_le_mul` multiply the upper bounds and square the lower one, and `exponent_le` compares the resulting powers.

For the equality case, `hess_of_gradient` obtains a Hessian from a gradient, `hasFDerivAt_power` differentiates the powers of τ, and `hess_scalingG` combines them. `rushbrooke_equality_case` then proves stability by splitting the powers into halves and giving `nlinarith` the perfect square above.
